# The two-loop Kondo scale is constant along the two-loop flow for couplings between 0 and 2

Suppose the conduction bandwidth $D$ of a single-channel, spin-½ Kondo model is lowered step by step, the dimensionless exchange coupling $j$ follows the two-loop scaling equation $dj/d\ln D=-j^2+j^3/2$, and the Kondo temperature is estimated as $De^{-1/j}$. The estimate then depends on where the scaling stops: with $x=\ln D$, its logarithm changes at the rate $j/2$. Including the usual square root, $D\sqrt{j}\,e^{-1/j}$, reduces the rate to $j^2/4$ but does not remove it. For $0<j<2$, the drift vanishes for

$$T_K(D,j)=D\sqrt{\frac{j}{1-j/2}}\;e^{-1/j}.$$

In Lean 4 with Mathlib:

```lean
import Mathlib

open Filter Topology Set

namespace KondoTwoLoop

noncomputable section
```

The file loads the Mathlib library and puts its own names under `KondoTwoLoop`.

```lean
/-- The two-loop beta function of the dimensionless Kondo coupling `g`,
for the flow in the logarithm of the bandwidth. -/
def beta (g : ℝ) : ℝ := -g ^ 2 + g ^ 3 / 2
```

This is $\beta(g)=-g^2+g^3/2$, where $g$ stands for a value of the coupling. The flow will be $dj/dx=\beta(j)$, so a small positive coupling grows as $D$ is lowered. The quadratic term represents second-order exchange scattering through the eliminated high-energy states, and the cubic term is the next correction, which slows the growth. Both coefficients are taken as given, not derived from a Hamiltonian. They belong to a spin-½ impurity with one conduction channel, exchange term $J\,\mathbf S\cdot\mathbf s$ and $j=\rho J$. Here $\mathbf S$ is the impurity spin, $\mathbf s$ is the conduction-electron spin at the impurity, including its factor ½, and $\rho$ is the density of states per spin direction. Other conventions for $J$ change the coefficients.

```lean
/-- The Kondo scale `D √(g / (1 - g/2)) exp (-1/g)` of a model with bandwidth `D`
and coupling `g`. -/
def kondoScale (D g : ℝ) : ℝ :=
  D * Real.sqrt (g / (1 - g / 2)) * Real.exp (-1 / g)
```

`kondoScale D g` is $T_K(D,g)$, with Boltzmann's constant set to 1 and the overall numerical prefactor chosen as 1. The definition accepts any real numbers; the theorems restrict $D$ and $g$ where needed.

```lean
/-- The part of the logarithm of the Kondo scale that depends on the coupling. -/
def logPart (g : ℝ) : ℝ := (Real.log g - Real.log (1 - g / 2)) / 2 - g⁻¹
```

This is $F(g)=\tfrac12[\ln g-\ln(1-g/2)]-1/g$, the coupling-dependent part of $\ln T_K$.

```lean
/-- The running coupling `j`, a function of `x = ln D`, obeys the two-loop Kondo flow
on the interval `s` and stays between `0` and `2`. -/
structure IsKondoFlow (j : ℝ → ℝ) (s : Set ℝ) : Prop where
  interval : Convex ℝ s
  pos : ∀ x ∈ s, 0 < j x
  lt_two : ∀ x ∈ s, j x < 2
  flow : ∀ x ∈ s, HasDerivWithinAt j (beta (j x)) s x
```

`IsKondoFlow j s` collects four assumptions about a function $j(x)$ on a set $s$ of values of $x$. The set is convex, which on the real line means an interval. The coupling is positive (antiferromagnetic) and lies below 2, the nonzero root of $\beta$. That root belongs to the truncated equation, which is reliable only for $j\ll1$, and is not the strong-coupling fixed point of the single-channel spin-½ Kondo model.

The last field says $j'(x)=\beta(j(x))$. `HasDerivWithinAt` takes the derivative using points of $s$ only, so it is one-sided at an included endpoint. The existence of a solution is not claimed.

```lean
/-- For a coupling between `0` and `2`, the Kondo scale at bandwidth `exp x` is the exponential of a
sum, namely `x` plus a function of the coupling. -/
theorem kondoScale_eq_exp (x : ℝ) {g : ℝ} (h0 : 0 < g) (h2 : g < 2) :
    kondoScale (Real.exp x) g = Real.exp (x + logPart g) := by
  have hu : 0 < 1 - g / 2 := by linarith
  have ha : 0 < g / (1 - g / 2) := div_pos h0 hu
  have hs : Real.sqrt (g / (1 - g / 2))
      = Real.exp ((Real.log g - Real.log (1 - g / 2)) / 2) := by
    rw [← Real.log_div h0.ne' hu.ne', ← Real.log_sqrt ha.le,
      Real.exp_log (Real.sqrt_pos.2 ha)]
  unfold kondoScale logPart
  rw [hs, ← Real.exp_add, ← Real.exp_add]
  congr 1
  ring
```

For $0<g<2$, this reads $T_K(e^x,g)=e^{x+F(g)}$. By hand, $g/(1-g/2)$ is positive, so its square root is $\exp\{\tfrac12[\ln g-\ln(1-g/2)]\}$; multiplying the three exponentials adds their exponents. The step `hs` rewrites the root, and `Real.exp_add` combines the factors.

```lean
/-- The rate of change of the logarithm of the Kondo scale with `x = ln D`, when the coupling lies
between `0` and `2` and changes at the rate `v`. -/
theorem hasDerivWithinAt_log_scale {j : ℝ → ℝ} {s : Set ℝ} {x v : ℝ}
    (h0 : 0 < j x) (h2 : j x < 2) (hj : HasDerivWithinAt j v s x) :
    HasDerivWithinAt (fun y => y + logPart (j y))
      (1 + 1 / (j x ^ 2 * (1 - j x / 2)) * v) s x := by
  have hF : ∀ g : ℝ, 0 < g → g < 2 →
      HasDerivAt logPart (1 / (g ^ 2 * (1 - g / 2))) g := by
    intro g hg hg2
    have hu : 1 - g / 2 ≠ 0 := by linarith
    have hw : 2 - g ≠ 0 := by linarith
    have hg0 : g ≠ 0 := hg.ne'
    have h1 : HasDerivAt Real.log g⁻¹ g := Real.hasDerivAt_log hg0
    have h3 : HasDerivAt (fun y : ℝ => 1 - y / 2) (-(1 / 2)) g :=
      ((hasDerivAt_id' g).div_const 2).const_sub 1
    have h4 := h3.log hu
    have h5 : HasDerivAt logPart
        ((g⁻¹ - -(1 / 2) / (1 - g / 2)) / 2 - -(g ^ 2)⁻¹) g :=
      ((h1.sub h4).div_const 2).sub (hasDerivAt_inv hg0)
    refine h5.congr_deriv ?_
    rw [show 1 - g / 2 = (2 - g) / 2 by ring]
    field_simp
    ring
  -- chain rule for the coupling, plus the explicit dependence on the bandwidth
  exact (hasDerivWithinAt_id x s).add ((hF (j x) h0 h2).comp_hasDerivWithinAt x hj)
```

If $j$ has derivative $v$ at $x$, then $x+F(j(x))$ has derivative $1+F'(j(x))\,v$. The calculation is

$$F'(g)=\frac12\left(\frac1g+\frac{1}{2-g}\right)+\frac1{g^2}
=\frac{1}{g(2-g)}+\frac1{g^2}=\frac{1}{g^2(1-g/2)}.$$

Inside the proof, `hF` establishes this formula: `h1` and `h4` differentiate the logarithms, `h5` assembles the terms, and `field_simp` and `ring` simplify them. The last line is the chain rule. The flow equation has not been used yet.

```lean
/-- The Kondo scale is constant along the two-loop flow: it has the same value at any
two bandwidths of the interval. -/
theorem kondoScale_invariant {j : ℝ → ℝ} {s : Set ℝ} (h : IsKondoFlow j s)
    {x y : ℝ} (hx : x ∈ s) (hy : y ∈ s) :
    kondoScale (Real.exp x) (j x) = kondoScale (Real.exp y) (j y) := by
  -- the logarithm of the scale has zero derivative
  have hd : ∀ z ∈ s, HasDerivWithinAt (fun y => y + logPart (j y)) 0 s z := by
    intro z hz
    have h0 := h.pos z hz
    have h2 := h.lt_two z hz
    refine (hasDerivWithinAt_log_scale h0 h2 (h.flow z hz)).congr_deriv ?_
    have hu : 0 < 1 - j z / 2 := by linarith
    have e := mul_one_div_cancel (mul_pos (pow_pos h0 2) hu).ne'
    unfold beta
    generalize 1 / (j z ^ 2 * (1 - j z / 2)) = q at e ⊢
    linear_combination -e
  -- hence it is constant on the interval
  have hb := Convex.norm_image_sub_le_of_norm_hasDerivWithin_le
    (f' := fun _ => (0 : ℝ)) (C := 0) hd (by simp) h.interval hx hy
  rw [zero_mul] at hb
  have e : (y + logPart (j y)) - (x + logPart (j x)) = 0 := norm_le_zero_iff.1 hb
  rw [kondoScale_eq_exp x (h.pos x hx) (h.lt_two x hx),
    kondoScale_eq_exp y (h.pos y hy) (h.lt_two y hy)]
  congr 1
  linarith
```

This is the main result: $T_K(e^x,j(x))=T_K(e^y,j(y))$ for any $x,y$ in the interval. Since $\beta(g)=-g^2(1-g/2)$,

$$\frac{d}{dx}\bigl[x+F(j(x))\bigr]=1-\frac{j^2(1-j/2)}{j^2(1-j/2)}=0.$$

The step `hd` proves this cancellation. The mean value inequality with derivative bound $C=0$ then gives equal values of $x+F(j(x))$ at the two points, and exponentiating gives equal Kondo scales.

In a program that integrates the flow numerically, one can print $x+F(j)$ after each step. It should stay constant, so its drift measures the integration error. Working with this logarithm also avoids underflow of $e^{-1/j}$ at very small coupling.

```lean
/-- Conversely, suppose the Kondo scale is constant on an open set of `x = ln D` where the coupling
lies between `0` and `2`. At any point of the set where the coupling is differentiable, its
derivative is the two-loop beta function. -/
theorem flow_of_invariant {j : ℝ → ℝ} {s : Set ℝ} (hs : IsOpen s) {T : ℝ}
    (h0 : ∀ y ∈ s, 0 < j y) (h2 : ∀ y ∈ s, j y < 2)
    (hT : ∀ y ∈ s, kondoScale (Real.exp y) (j y) = T)
    {x v : ℝ} (hx : x ∈ s) (hj : HasDerivAt j v x) : v = beta (j x) := by
  have hc : ∀ y ∈ s, y + logPart (j y) = Real.log T := by
    intro y hy
    rw [← hT y hy, kondoScale_eq_exp y (h0 y hy) (h2 y hy), Real.log_exp]
  have d1 := (hasDerivWithinAt_log_scale (h0 x hx) (h2 x hx)
    (hj.hasDerivWithinAt (s := s))).hasDerivAt (hs.mem_nhds hx)
  have d2 : HasDerivAt (fun y => y + logPart (j y)) 0 x :=
    ((hasDerivWithinAt_const x s (Real.log T)).congr hc (hc x hx)).hasDerivAt
      (hs.mem_nhds hx)
  -- the two expressions for the derivative must agree
  have e1 := d1.unique d2
  have hu : 0 < 1 - j x / 2 := by linarith [h2 x hx]
  have e := mul_one_div_cancel (mul_pos (pow_pos (h0 x hx) 2) hu).ne'
  unfold beta
  generalize 1 / (j x ^ 2 * (1 - j x / 2)) = q at e e1
  linear_combination (j x ^ 2 * (1 - j x / 2)) * e1 - v * e
```

The converse starts from a constant scale $T$ on an open set $s$, with $0<j<2$ there. If $j$ is differentiable at $x\in s$ with derivative $v$, then $v=\beta(j(x))$. By hand, $x+F(j(x))=\ln T$ has zero derivative, so

$$1+\frac{v}{j^2(1-j/2)}=0,\qquad v=-j^2(1-j/2).$$

Here `d1` is the chain-rule derivative and `d2` the derivative of the constant; `d1.unique d2` equates them.

```lean
/-- For a positive bandwidth and a coupling between `0` and `2`, the Kondo scale divided by the
weak-coupling formula `D √g exp (-1/g)` equals `1 / √(1 - g/2)`. -/
theorem kondoScale_ratio {D g : ℝ} (hD : 0 < D) (h0 : 0 < g) (h2 : g < 2) :
    kondoScale D g / (D * Real.sqrt g * Real.exp (-1 / g))
      = 1 / Real.sqrt (1 - g / 2) := by
  have key : ∀ a b c d : ℝ, a ≠ 0 → b ≠ 0 → c ≠ 0 → d ≠ 0 →
      a * (b / c) * d / (a * b * d) = 1 / c := by
    intro a b c d ha hb hc hd
    field_simp
  have hu : 0 < 1 - g / 2 := by linarith
  unfold kondoScale
  rw [Real.sqrt_div h0.le]
  exact key _ _ _ _ hD.ne' (Real.sqrt_pos.2 h0).ne' (Real.sqrt_pos.2 hu).ne'
    (Real.exp_pos _).ne'
```

For $D>0$ and $0<g<2$, splitting the square root and cancelling common factors gives

$$\frac{T_K(D,g)}{D\sqrt g\,e^{-1/g}}=\frac1{\sqrt{1-g/2}}.$$

The helper `key` performs the cancellation. At $g=0.2$ the ratio is about $1.054$. This factor makes the scale constant under the truncated flow, but it need not bring it closer to the Kondo temperature of the full model: a $g^4$ term in $\beta$ would change $\ln T_K$ by an amount of order $g$, as this factor does.

```lean
/-- The ratio of the Kondo scale to `D √g exp (-1/g)` tends to `1` as the coupling
tends to zero from above. -/
theorem kondoScale_weak_coupling {D : ℝ} (hD : 0 < D) :
    Tendsto (fun g => kondoScale D g / (D * Real.sqrt g * Real.exp (-1 / g)))
      (𝓝[>] 0) (𝓝 1) := by
  have hc : ContinuousAt (fun g : ℝ => 1 / Real.sqrt (1 - g / 2)) 0 :=
    ContinuousAt.div continuousAt_const (by fun_prop) (by norm_num)
  have h : Tendsto (fun g : ℝ => 1 / Real.sqrt (1 - g / 2)) (𝓝 0)
      (𝓝 (1 / Real.sqrt (1 - 0 / 2))) := hc
  rw [show 1 / Real.sqrt (1 - 0 / 2) = 1 by norm_num] at h
  refine (h.mono_left nhdsWithin_le_nhds).congr' ?_
  filter_upwards [Ioo_mem_nhdsGT (show (0 : ℝ) < 2 by norm_num)] with g hg
  exact (kondoScale_ratio hD hg.1 hg.2).symm
```

At fixed $D>0$, the ratio tends to 1 as $g\to0$ from above, which is the meaning of `𝓝[>] 0`. The right-hand side of the previous formula is continuous at $g=0$ and equals 1 there. The proof takes that limit and transfers it to the original ratio, using their equality on $0<g<2$.

```lean
/-- At fixed bandwidth the Kondo scale increases strictly with the coupling
between `0` and `2`. -/
theorem kondoScale_strictMonoOn {D : ℝ} (hD : 0 < D) :
    StrictMonoOn (kondoScale D) (Ioo 0 2) := by
  intro a ha b hb hab
  have hua : 0 < 1 - a / 2 := by linarith [ha.2]
  have hub : 0 < 1 - b / 2 := by linarith [hb.2]
  have h1 : Real.sqrt (a / (1 - a / 2)) < Real.sqrt (b / (1 - b / 2)) := by
    apply Real.sqrt_lt_sqrt (div_pos ha.1 hua).le
    rw [div_lt_div_iff₀ hua hub]
    nlinarith
  have h2 : Real.exp (-1 / a) < Real.exp (-1 / b) := by
    apply Real.exp_lt_exp.2
    have := one_div_lt_one_div_of_lt ha.1 hab
    rw [neg_div, neg_div]
    linarith
  exact mul_lt_mul'' (mul_lt_mul_of_pos_left h1 hD) h2
    (mul_nonneg hD.le (Real.sqrt_nonneg _)) (Real.exp_pos _).le
```

At fixed $D>0$, a larger coupling in $(0,2)$ gives a larger Kondo scale. For $a<b$ in this range, $a(1-b/2)<b(1-a/2)$, so the fraction under the root increases; $-1/g$ increases too. These are `h1` and `h2`, and the last step multiplies the inequalities between positive factors.

```lean
/-- Universality: two flows, with Kondo scales read off at reference points `x₀` and `y₀`,
have equal couplings wherever their ratios of bandwidth to Kondo scale are equal. -/
theorem coupling_universal {j k : ℝ → ℝ} {s t : Set ℝ}
    (hj : IsKondoFlow j s) (hk : IsKondoFlow k t) {x₀ x y₀ y : ℝ}
    (hx₀ : x₀ ∈ s) (hx : x ∈ s) (hy₀ : y₀ ∈ t) (hy : y ∈ t)
    (h : Real.exp x / kondoScale (Real.exp x₀) (j x₀)
      = Real.exp y / kondoScale (Real.exp y₀) (k y₀)) : j x = k y := by
  have hr : ∀ z g : ℝ, Real.exp z / kondoScale (Real.exp z) g = (kondoScale 1 g)⁻¹ := by
    intro z g
    unfold kondoScale
    rw [one_mul, mul_assoc, div_mul_eq_div_div, div_self (Real.exp_pos z).ne', one_div]
  -- move each Kondo scale from its reference point to the point of comparison
  rw [kondoScale_invariant hj hx₀ hx, kondoScale_invariant hk hy₀ hy, hr, hr] at h
  exact (kondoScale_strictMonoOn one_pos).injOn ⟨hj.pos x hx, hj.lt_two x hx⟩
    ⟨hk.pos y hy, hk.lt_two y hy⟩ (inv_injective h)

end

end KondoTwoLoop
```

Take two flows, $j$ on $s$ and $k$ on $t$, with Kondo scales evaluated at reference points $x_0$ and $y_0$. If the ratio of bandwidth to Kondo scale is the same at $x$ for the first flow as at $y$ for the second, then $j(x)=k(y)$.

By invariance, each scale may be evaluated at the point of comparison instead of the reference point. Because $T_K$ is proportional to $D$,

$$\frac{e^x}{T_K(e^x,j(x))}=\frac1{T_K(1,j(x))},$$

and likewise for $k$ at $y$. Equal ratios therefore give $T_K(1,j(x))=T_K(1,k(y))$, and strict monotonicity makes the couplings equal. The helper `hr` is the displayed identity.

Within this truncated, one-coupling flow, impurity models with different starting bandwidths and couplings can thus be compared through $D/T_K$ alone. The universality concerns the running coupling, not measured quantities such as resistivity or susceptibility.

```lean
#print axioms KondoTwoLoop.kondoScale_invariant
#print axioms KondoTwoLoop.flow_of_invariant
#print axioms KondoTwoLoop.kondoScale_weak_coupling
#print axioms KondoTwoLoop.coupling_universal
```

```
'KondoTwoLoop.kondoScale_invariant' depends on axioms: [propext, Classical.choice, Quot.sound]
'KondoTwoLoop.flow_of_invariant' depends on axioms: [propext, Classical.choice, Quot.sound]
'KondoTwoLoop.kondoScale_weak_coupling' depends on axioms: [propext, Classical.choice, Quot.sound]
'KondoTwoLoop.coupling_universal' depends on axioms: [propext, Classical.choice, Quot.sound]
```
